# The error of the Chebyshev approximate inverse at a given energy

For a spectral window with ends 0 < m < M, let r be the Chebyshev polynomial Tₙ transplanted to the window and scaled to equal one at zero energy, and let q = (1 − r)/X be the polynomial that serves as approximate inverse. The theorem `one_sub_mul_chebInverse` states that at every real energy x, inside the window or not, the error 1 − x q(x) equals Tₙ((M + m − 2x)/(M − m)) / Tₙ((M + m)/(M − m)). It is an identity between real numbers, and no Hamiltonian or other operator appears in it. The attempt first proves this formula for the values of r, as `hr`, then deduces that 1 − r vanishes at zero and is therefore divisible by X, and finally evaluates the division identity at x.

The failing Lean file:

```lean
import Mathlib

open Polynomial

namespace OneSubMulChebInverse

noncomputable section

/-- The Chebyshev polynomial of degree `n` transplanted to the spectral window `[m, M]` and
scaled to the value one at zero energy; the domain is `0 < m < M`. -/
def chebResidual (m M : ℝ) (n : ℕ) : ℝ[X] :=
  C ((Chebyshev.T ℝ n).eval ((M + m) / (M - m)))⁻¹ *
    (Chebyshev.T ℝ n).comp (C ((M + m) / (M - m)) - C (2 / (M - m)) * X)

/-- The accelerated Neumann polynomial `q = (1 - r) / X`, where `r` is the Chebyshev residual
polynomial of the window `[m, M]`; the domain is `0 < m < M`. -/
def chebInverse (m M : ℝ) (n : ℕ) : ℝ[X] := (1 - chebResidual m M n).divX

/-- For real `x ≥ 1` the value `T_n(x)` of the Chebyshev polynomial is at least `x ^ n`. -/
theorem pow_le_chebyshev {x : ℝ} (hx : 1 ≤ x) (n : ℕ) :
    x ^ n ≤ (Chebyshev.T ℝ n).eval x := by
  have hx0 : 0 < x := by linarith
  -- the induction also carries the growth from one degree to the next
  have key : ∀ k : ℕ, x ^ k ≤ (Chebyshev.T ℝ (k : ℤ)).eval x ∧
      x * (Chebyshev.T ℝ (k : ℤ)).eval x ≤ (Chebyshev.T ℝ ((k : ℤ) + 1)).eval x := by
    intro k
    induction k with
    | zero => simp
    | succ k ih =>
      obtain ⟨h1, h2⟩ := ih
      have h0 : 0 ≤ (Chebyshev.T ℝ (k : ℤ)).eval x := le_trans (by positivity) h1
      have hT : (Chebyshev.T ℝ ((k : ℤ) + 2)).eval x =
          2 * x * (Chebyshev.T ℝ ((k : ℤ) + 1)).eval x - (Chebyshev.T ℝ (k : ℤ)).eval x := by
        rw [Chebyshev.T_add_two]; simp
      have e : ((k + 1 : ℕ) : ℤ) = (k : ℤ) + 1 := by simp
      rw [e, show (k : ℤ) + 1 + 1 = k + 2 by ring, hT]
      have a := mul_le_mul_of_nonneg_left h1 hx0.le
      have b := mul_le_mul_of_nonneg_left h2 hx0.le
      have c : 0 ≤ (x ^ 2 - 1) * (Chebyshev.T ℝ (k : ℤ)).eval x :=
        mul_nonneg (by nlinarith) h0
      constructor
      · rw [pow_succ]; linarith
      · nlinarith
  exact (key n).1

/-- For a window `0 < m < M` the normalising constant `T_n((M+m)/(M-m))` is at least
`((M+m)/(M-m)) ^ n`, and it is positive. -/
theorem chebyshev_ratio {m M : ℝ} (hm : 0 < m) (h : m < M) (n : ℕ) :
    ((M + m) / (M - m)) ^ n ≤ (Chebyshev.T ℝ n).eval ((M + m) / (M - m)) ∧
      0 < (Chebyshev.T ℝ n).eval ((M + m) / (M - m)) := by
  have hd : 0 < M - m := by linarith
  have h1 : 1 ≤ (M + m) / (M - m) := by
    rw [le_div_iff₀ hd]; linarith
  have h2 := pow_le_chebyshev h1 n
  exact ⟨h2, lt_of_lt_of_le (pow_pos (by linarith) n) h2⟩

/-- At each energy `x` the error `1 - x q(x)` of the approximate inverse is the
transplanted Chebyshev polynomial divided by its value at zero energy, for `0 < m < M`. -/
theorem one_sub_mul_chebInverse {m M : ℝ} (hm : 0 < m) (h : m < M) (n : ℕ) (x : ℝ) :
    1 - x * (chebInverse m M n).eval x =
      (Chebyshev.T ℝ n).eval ((M + m - 2 * x) / (M - m)) /
        (Chebyshev.T ℝ n).eval ((M + m) / (M - m)) := by
  have hT := (chebyshev_ratio hm h n).2.ne'
  have hr : ∀ y, (chebResidual m M n).eval y =
      (Chebyshev.T ℝ n).eval ((M + m - 2 * y) / (M - m)) /
        (Chebyshev.T ℝ n).eval ((M + m) / (M - m)) := by
    intro y
    simp only [chebResidual, eval_mul, eval_C, eval_comp, eval_sub, eval_X]
    rw [show (M + m) / (M - m) - 2 / (M - m) * y = (M + m - 2 * y) / (M - m) by ring,
      div_eq_inv_mul]
  -- the residual is one at zero, so `1 - r` is divisible by `X`
  have h0 : (1 - chebResidual m M n).coeff 0 = 0 := by
    rw [coeff_zero_eq_eval_zero, eval_sub, eval_one, hr, mul_zero, sub_zero, div_self hT,
      sub_self]
  have h1 := congrArg (eval x) (divX_mul_X_add (1 - chebResidual m M n))
  rw [h0] at h1
  simp only [eval_add, eval_mul, eval_X, eval_sub, eval_one, eval_C] at h1
  rw [← hr, chebInverse]
  linear_combination -h1

end

end OneSubMulChebInverse
```

Lean reports:

```
Main.lean:66:54: error: unsolved goals
m M : ℝ
hm : 0 < m
h : m < M
n : ℕ
x : ℝ
hT : eval ((M + m) / (M - m)) (Chebyshev.T ℝ ↑n) ≠ 0
y : ℝ
⊢ (eval ((M - m)⁻¹ * (M + m)) (Chebyshev.T ℝ ↑n))⁻¹ * eval ((M + m - 2 * y) / (M - m)) (Chebyshev.T ℝ ↑n) =
    eval ((M + m - 2 * y) / (M - m)) (Chebyshev.T ℝ ↑n) / eval ((M - m)⁻¹ * (M + m)) (Chebyshev.T ℝ ↑n)
```

Diagnosis. The error lies in the proof of `hr`. After the first rewrite has put the argument of Tₙ in the right form, what remains is an equation of the shape a⁻¹ * b = b / a, where a is Tₙ((M + m)/(M − m)). The rewrite with `div_eq_inv_mul` was meant to turn the quotient b / a into a⁻¹ * b. Its pattern fits any quotient, however, and `rw` settled on (M + m)/(M − m), inside the argument of Tₙ. It replaced that quotient on both sides by (M − m)⁻¹ * (M + m), as the message shows, and left the outer division on the right as it was. The two sides still differed in form, so the goal stayed open.

The repair drops this rewrite and closes the goal with `exact inv_mul_eq_div _ _`. That lemma states a⁻¹ * b = b / a, and since it is matched against the whole equation, a and b can only be the two Chebyshev values.

Fix (accepted with no message):

```diff
@@ -67,6 +67,6 @@
     intro y
     simp only [chebResidual, eval_mul, eval_C, eval_comp, eval_sub, eval_X]
-    rw [show (M + m) / (M - m) - 2 / (M - m) * y = (M + m - 2 * y) / (M - m) by ring,
-      div_eq_inv_mul]
+    rw [show (M + m) / (M - m) - 2 / (M - m) * y = (M + m - 2 * y) / (M - m) by ring]
+    exact inv_mul_eq_div _ _
   -- the residual is one at zero, so `1 - r` is divisible by `X`
   have h0 : (1 - chebResidual m M n).coeff 0 = 0 := by
```
